# An exp(−tg) bound on the error of imaginary-time projection for a gapped Hermitian matrix

Let H be a Hermitian matrix on a finite-dimensional complex space, with lowest eigenvalue E0 and every other eigenvalue at least E0 + g, where g > 0. Let P0 be the orthogonal projector onto the whole E0 eigenspace. Then for every t ≥ 0 and every vector x,

‖exp(−t(H − E0))x − P0 x‖ ≤ exp(−tg) ‖x‖.

Here ħ = 1, so t is an inverse energy. For imaginary-time ground-state methods in a finite basis, this bounds the norm of the excited component left in the unnormalised evolved vector, when the exponential is exact and E0 is known. After normalisation, the excited fraction also depends on the size of P0 x.

## Damping of the excited components

Suppose Hv = μv. Then (H − E0)ᵏv = (μ − E0)ᵏv for every k, and summing the exponential series gives

exp(−t(H − E0))v = exp(−t(μ − E0))v.

If μ ≠ E0 and Hu = E0 u, Hermiticity gives

E0⟨u,v⟩ = ⟨Hu,v⟩ = ⟨u,Hv⟩ = μ⟨u,v⟩,

so ⟨u,v⟩ = 0 and P0 v = 0.

Now take an orthonormal eigenbasis bᵢ with energies eᵢ, and set D = exp(−t(H − E0)) − P0. Then D bᵢ = dᵢ bᵢ, where

dᵢ = 0 if eᵢ = E0,
dᵢ = exp(−t(eᵢ − E0)) otherwise.

The gap and t ≥ 0 give |dᵢ| ≤ exp(−tg). By Parseval,

‖Dx‖² = Σᵢ |dᵢ|² |⟨bᵢ,x⟩|² ≤ exp(−2tg) ‖x‖²,

and taking square roots proves the bound.

Conversely, suppose the bound holds for all t ≥ 0 and all x. Insert an eigenvector v ≠ 0 with energy μ ≠ E0 at t = 1:

exp(−(μ − E0)) ‖v‖ ≤ exp(−g) ‖v‖.

Dividing by ‖v‖ and comparing exponents gives μ ≥ E0 + g.

**Two levels.** Take H with rows (0, −1) and (−1, 0), so E0 = −1 and g = 2, and let x = (1, 0). Then P0 x = (1/2, 1/2), and the excited component is (1/2, −1/2), of norm 1/√2. The error is exp(−2t)/√2; at t = 1 it is about 0.096, against a bound of about 0.135.

**One level.** In dimension one, H = E0 and P0 = 1, so the error vanishes for every t.

## Evolution, projector and gap in Lean

The space `E` is a finite-dimensional complex inner product space.

```lean
import Mathlib

open scoped InnerProductSpace

namespace ImaginaryTimeProjection

noncomputable section

variable {E : Type*} [NormedAddCommGroup E] [InnerProductSpace ℂ E] [FiniteDimensional ℂ E]
```

The evolution is the operator exponential, with real `E0` and `t` cast to complex scalars. It isn't normalised, so its target is P0 x itself, which vanishes if x has no ground-state component.

```lean
/-- Imaginary-time evolution `exp(-t (H - E0))` with energies measured from `E0`. -/
def imagTime (H : E →L[ℂ] E) (E0 t : ℝ) : E →L[ℂ] E :=
  NormedSpace.exp ((-(t : ℂ)) • (H - (E0 : ℂ) • (1 : E →L[ℂ] E)))
```

The projector covers the full eigenspace, so degeneracy is allowed.

```lean
/-- The orthogonal projector onto the eigenspace of `H` with energy `E0`. -/
def levelProj (H : E →L[ℂ] E) (E0 : ℝ) : E →L[ℂ] E :=
  (Module.End.eigenspace (H : E →ₗ[ℂ] E) (E0 : ℂ)).starProjection
```

The gap is a condition on all nonzero eigenvectors with real eigenvalue, which for Hermitian H means all eigenvectors.

```lean
/-- Every real eigenvalue of `H` other than `E0` is at least `E0 + g`. -/
def HasGap (H : E →L[ℂ] E) (E0 g : ℝ) : Prop :=
  ∀ (μ : ℝ) (v : E), v ≠ 0 → H v = (μ : ℂ) • v → μ ≠ E0 → E0 + g ≤ μ
```

`HasGap` requires neither g > 0 nor that `E0` be an eigenvalue. When both hold, `E0` is the lowest level and the projection is onto the whole ground-state eigenspace. If `E0` is not an eigenvalue, the projector is zero.

## Action on eigenvectors

Induction gives the powers of `A` on `v`. The two exponential series then agree term by term, and uniqueness of the sum identifies their limits.

```lean
/-- The exponential of an operator acts on an eigenvector as the exponential of the eigenvalue. -/
theorem exp_apply_eigenvector (A : E →L[ℂ] E) (a : ℂ) (v : E) (h : A v = a • v) :
    NormedSpace.exp A v = Complex.exp a • v := by
  have : CompleteSpace E := FiniteDimensional.complete ℂ E
  have hpow : ∀ k : ℕ, (A ^ k) v = a ^ k • v := by
    intro k
    induction k with
    | zero => simp
    | succ k ih =>
      rw [pow_succ A]
      change (A ^ k) (A v) = _
      rw [h, map_smul, ih, smul_smul, pow_succ' a]
  -- both exponential series, evaluated on `v`, agree term by term
  have hA : HasSum (fun k : ℕ => ((k.factorial : ℂ)⁻¹) • A ^ k) (NormedSpace.exp A) :=
    NormedSpace.exp_series_hasSum_exp' A
  have ha : HasSum (fun k : ℕ => ((k.factorial : ℂ)⁻¹) • a ^ k) (NormedSpace.exp a) :=
    NormedSpace.exp_series_hasSum_exp' a
  have h1 : HasSum (fun k : ℕ => (((k.factorial : ℂ)⁻¹) • a ^ k) • v)
      (NormedSpace.exp A v) := by
    have h2 := (ContinuousLinearMap.apply ℂ E v).hasSum hA
    convert h2 using 2 with k
    · change _ = ((k.factorial : ℂ)⁻¹) • (A ^ k) v
      rw [hpow, smul_assoc]
    · rfl
  rw [Complex.exp_eq_exp_ℂ]
  exact h1.unique (ha.smul_const v)
```

Applying this to −t(H − E0) gives the damping factor.

```lean
/-- Imaginary-time evolution multiplies an eigenvector of energy `μ` by `exp(-t (μ - E0))`. -/
theorem imagTime_eigenvector (H : E →L[ℂ] E) (E0 t μ : ℝ) (v : E) (hv : H v = (μ : ℂ) • v) :
    imagTime H E0 t v = ((Real.exp (-(t * (μ - E0))) : ℝ) : ℂ) • v := by
  rw [Complex.ofReal_exp]
  apply exp_apply_eigenvector
  change (-(t : ℂ)) • (H v - (E0 : ℂ) • v) = _
  rw [hv]
  push_cast
  module
```

Hermiticity enters as `IsSymmetric`, the identity ⟨Hu,v⟩ = ⟨u,Hv⟩. The proof rearranges it to (μ − E0)⟨u,v⟩ = 0 and cancels the nonzero factor.

```lean
/-- For symmetric `H`, the projector onto the level `E0` annihilates eigenvectors of any other
energy. -/
theorem levelProj_eigenvector {H : E →L[ℂ] E} (hH : (H : E →ₗ[ℂ] E).IsSymmetric)
    {E0 μ : ℝ} {v : E} (hv : H v = (μ : ℂ) • v) (hμ : μ ≠ E0) : levelProj H E0 v = 0 := by
  apply Submodule.starProjection_apply_eq_zero_iff _ |>.mpr
  rw [Submodule.mem_orthogonal]
  intro u hu
  have hu' : H u = (E0 : ℂ) • u := Module.End.mem_eigenspace_iff.mp hu
  have hs : inner ℂ (H u) v = inner ℂ u (H v) := hH u v
  rw [hu', hv, inner_smul_left, inner_smul_right, Complex.conj_ofReal] at hs
  have hne : (μ : ℂ) - E0 ≠ 0 := sub_ne_zero.mpr (by exact_mod_cast hμ)
  have hz : ((μ : ℂ) - E0) * inner ℂ u v = 0 := by linear_combination -hs
  exact (mul_eq_zero.mp hz).resolve_left hne
```

Together these give the exact error on an excited eigenvector.

```lean
/-- For symmetric `H` and an eigenvector of energy `μ ≠ E0`, the distance between the evolved vector
and its projection onto the level `E0` is exactly `exp(-t (μ - E0))` times its norm. -/
theorem error_eigenvector {H : E →L[ℂ] E} (hH : (H : E →ₗ[ℂ] E).IsSymmetric)
    {E0 μ : ℝ} {v : E} (hv : H v = (μ : ℂ) • v) (hμ : μ ≠ E0) (t : ℝ) :
    ‖imagTime H E0 t v - levelProj H E0 v‖ = Real.exp (-(t * (μ - E0))) * ‖v‖ := by
  rw [levelProj_eigenvector hH hv hμ, sub_zero, imagTime_eigenvector H E0 t μ v hv, norm_smul,
    Complex.norm_real, Real.norm_eq_abs, abs_of_pos (Real.exp_pos _)]
```

## From the eigenbasis to every vector

The Parseval step is stated for any operator diagonal in a finite orthonormal basis. The proof finds the components ⟨bᵢ,Dx⟩ = ⟨bᵢ,x⟩dᵢ and compares the squared norms term by term.

```lean
omit [FiniteDimensional ℂ E] in
/-- An operator that is diagonal in an orthonormal basis, with entries of modulus at most `c`,
stretches no vector by more than `c`. -/
theorem norm_le_of_diagonal {ι : Type*} [Fintype ι] (b : OrthonormalBasis ι ℂ E)
    (D : E →L[ℂ] E) {c : ℝ} (hc : 0 ≤ c)
    (hD : ∀ i, ∃ d : ℂ, D (b i) = d • b i ∧ ‖d‖ ≤ c) (x : E) : ‖D x‖ ≤ c * ‖x‖ := by
  choose d hd hdc using hD
  have h1 : D x = ∑ j, (inner ℂ (b j) x * d j) • b j := by
    conv_lhs => rw [← b.sum_repr' x]
    rw [map_sum]
    refine Finset.sum_congr rfl fun j _ => ?_
    rw [map_smul, hd, smul_smul]
  have key : ∀ i, inner ℂ (b i) (D x) = inner ℂ (b i) x * d i := by
    intro i
    rw [h1, b.orthonormal.inner_right_fintype]
  -- compare the two norms component by component
  have hsq : ‖D x‖ ^ 2 ≤ (c * ‖x‖) ^ 2 := by
    rw [mul_pow, ← b.sum_sq_norm_inner_right (D x), ← b.sum_sq_norm_inner_right x,
      Finset.mul_sum]
    refine Finset.sum_le_sum fun i _ => ?_
    rw [key, norm_mul, mul_pow, mul_comm]
    have := pow_le_pow_left₀ (norm_nonneg (d i)) (hdc i) 2
    exact mul_le_mul_of_nonneg_right this (sq_nonneg _)
  exact le_of_abs_le (abs_le_of_sq_le_sq hsq (by positivity))
```

The main theorem applies this to the eigenbasis supplied by the spectral theorem. The case split on `e i = E0` matches the two values of dᵢ, and the last `nlinarith` multiplies the gap inequality by t ≥ 0.

```lean
/-- For symmetric `H` and `t ≥ 0`: if all eigenvalues other than `E0` are at least `E0 + g`, then
`exp(-t (H - E0)) x` differs from the projection of `x` onto the level `E0` by at most `exp(-t g)
‖x‖`. -/
theorem imagTime_projection_bound {H : E →L[ℂ] E} (hH : (H : E →ₗ[ℂ] E).IsSymmetric)
    {E0 g : ℝ} (hgap : HasGap H E0 g) {t : ℝ} (ht : 0 ≤ t) (x : E) :
    ‖imagTime H E0 t x - levelProj H E0 x‖ ≤ Real.exp (-(t * g)) * ‖x‖ := by
  let b := hH.eigenvectorBasis rfl
  let e := hH.eigenvalues rfl
  have hb : ∀ i, H (b i) = ((e i : ℝ) : ℂ) • b i := fun i => hH.apply_eigenvectorBasis rfl i
  refine norm_le_of_diagonal b (imagTime H E0 t - levelProj H E0) (Real.exp_pos _).le ?_ x
  intro i
  by_cases hi : e i = E0
  · -- on the level `E0` evolution and projector both act as the identity
    refine ⟨0, ?_, by simpa using (Real.exp_pos _).le⟩
    have hp : levelProj H E0 (b i) = b i := by
      apply Submodule.starProjection_eq_self_iff.mpr
      apply Module.End.mem_eigenspace_iff.mpr
      rw [← hi]
      exact hb i
    change imagTime H E0 t (b i) - levelProj H E0 (b i) = _
    rw [hp, imagTime_eigenvector H E0 t (e i) (b i) (hb i), hi]
    simp
  · -- on every other level the projector gives zero and only the exponential factor is left
    refine ⟨((Real.exp (-(t * (e i - E0))) : ℝ) : ℂ), ?_, ?_⟩
    · change imagTime H E0 t (b i) - levelProj H E0 (b i) = _
      rw [levelProj_eigenvector hH (hb i) hi, sub_zero,
        imagTime_eigenvector H E0 t (e i) (b i) (hb i)]
    · rw [Complex.norm_real, Real.norm_eq_abs, abs_of_pos (Real.exp_pos _)]
      have h := hgap (e i) (b i) (b.orthonormal.ne_zero i) (hb i) hi
      apply Real.exp_le_exp.mpr
      nlinarith [mul_nonneg ht (sub_nonneg.mpr h)]
```

For fixed `E0` and `g`, the gap condition and the family of bounds are equivalent. The reverse direction is the test at t = 1.

```lean
/-- For symmetric `H`, the projection error is bounded by `exp(-t g) ‖x‖` for all `t ≥ 0` and all
`x` exactly when every eigenvalue other than `E0` is at least `E0 + g`. -/
theorem hasGap_iff_projection_bound {H : E →L[ℂ] E} (hH : (H : E →ₗ[ℂ] E).IsSymmetric)
    (E0 g : ℝ) : HasGap H E0 g ↔ ∀ t : ℝ, 0 ≤ t → ∀ x : E,
      ‖imagTime H E0 t x - levelProj H E0 x‖ ≤ Real.exp (-(t * g)) * ‖x‖ := by
  refine ⟨fun h t ht x => imagTime_projection_bound hH h ht x, fun h μ v hv0 hv hμ => ?_⟩
  -- test the bound on an eigenvector at `t = 1`
  have h1 := h 1 zero_le_one v
  rw [error_eigenvector hH hv hμ] at h1
  have h2 := Real.exp_le_exp.mp (le_of_mul_le_mul_right h1 (norm_pos_iff.mpr hv0))
  linarith
```

## The matrix exponential

For a Hermitian matrix `A`, `Matrix.toEuclideanCLM` gives the corresponding operator on `EuclideanSpace ℂ n`, whose norm is the usual Euclidean one. This map is a continuous algebra homomorphism, so it carries the matrix exponential to the operator exponential (`hexp`), and the operator bound applies. The gap is still assumed, not computed from the matrix entries.

```lean
/-- The projection bound for a Hermitian matrix `A`, with the evolution given by the matrix
exponential of `-t (A - E0)`. -/
theorem matrix_projection_bound {n : Type*} [Fintype n] [DecidableEq n] {A : Matrix n n ℂ}
    (hA : A.IsHermitian) {E0 g : ℝ}
    (hgap : HasGap (Matrix.toEuclideanCLM (n := n) (𝕜 := ℂ) A) E0 g)
    {t : ℝ} (ht : 0 ≤ t) (x : EuclideanSpace ℂ n) :
    ‖Matrix.toEuclideanCLM (n := n) (𝕜 := ℂ)
        (NormedSpace.exp ((-(t : ℂ)) • (A - (E0 : ℂ) • (1 : Matrix n n ℂ)))) x
      - levelProj (Matrix.toEuclideanCLM (n := n) (𝕜 := ℂ) A) E0 x‖
      ≤ Real.exp (-(t * g)) * ‖x‖ := by
  let T := Matrix.toEuclideanCLM (n := n) (𝕜 := ℂ)
  have hsa : IsSelfAdjoint A := hA
  have hS : ((T A : EuclideanSpace ℂ n →L[ℂ] EuclideanSpace ℂ n) :
      EuclideanSpace ℂ n →ₗ[ℂ] EuclideanSpace ℂ n).IsSymmetric :=
    ContinuousLinearMap.isSelfAdjoint_iff_isSymmetric.mp (hsa.map T)
  -- passing from matrices to operators commutes with the exponential
  have hexp : T (NormedSpace.exp ((-(t : ℂ)) • (A - (E0 : ℂ) • (1 : Matrix n n ℂ))))
      = imagTime (T A) E0 t := by
    open scoped Matrix.Norms.L2Operator in
    let L : Matrix n n ℂ →ₗ[ℂ] (EuclideanSpace ℂ n →L[ℂ] EuclideanSpace ℂ n) :=
      { toFun := T, map_add' := map_add T, map_smul' := map_smul T }
    have hc : Continuous T := L.continuous_of_finiteDimensional
    let : NormedAlgebra ℚ (Matrix n n ℂ) := NormedAlgebra.restrictScalars ℚ ℂ _
    let : NormedAlgebra ℚ (EuclideanSpace ℂ n →L[ℂ] EuclideanSpace ℂ n) :=
      NormedAlgebra.restrictScalars ℚ ℂ _
    have hm := NormedSpace.map_exp T hc ((-(t : ℂ)) • (A - (E0 : ℂ) • (1 : Matrix n n ℂ)))
    rw [map_smul, map_sub, map_smul, map_one] at hm
    exact hm
  have h := imagTime_projection_bound hS hgap ht x
  rw [← hexp] at h
  exact h

end

end ImaginaryTimeProjection
```

```lean
#print axioms ImaginaryTimeProjection.hasGap_iff_projection_bound
-- 'ImaginaryTimeProjection.hasGap_iff_projection_bound' depends on axioms: [propext, Classical.choice, Quot.sound]
#print axioms ImaginaryTimeProjection.matrix_projection_bound
-- 'ImaginaryTimeProjection.matrix_projection_bound' depends on axioms: [propext, Classical.choice, Quot.sound]
```
